# At fixed electron positions, every nonzero Slater determinant has an orbital order in which no leading minor vanishes

I have $n$ electrons at fixed positions and $n$ orbitals, and the Slater determinant is nonzero there. I want to build it up from nothing, adding one electron and one orbital at a time. With the orbitals in the order I was given, a smaller determinant along the way may vanish, even though the final one does not. I believe that a suitable reordering of the orbitals always avoids this, with the electrons kept in their order. Can this be stated precisely, proved, and checked by machine?

## Choosing the last orbital first

Yes. The order is found from the end: first choose the orbital that is added last, then repeat with one electron fewer.

Number electrons and orbitals from $0$ to $n-1$, and let $A_{ij}=\varphi_j(r_i)$, where $r_i$ includes spin if needed. For orthonormal orbitals the normalised amplitude is $\det A/\sqrt{n!}$, which vanishes exactly when $\det A$ does. For a permutation $\sigma$ of the orbitals, let $A^\sigma_{ij}=A_{i,\sigma(j)}$, and let $A^\sigma_{[k]}$ be its block of the first $k$ electrons and first $k$ orbitals. The claim is

$$\det A\neq 0 \iff \text{there is a } \sigma \text{ with } \det A^\sigma_{[k]}\neq 0 \text{ for all } 0\le k\le n .$$

From right to left, take $k=n$: since $\det A^\sigma=\operatorname{sgn}(\sigma)\det A$, reordering changes at most the sign.

From left to right, use induction on the number of electrons. With none, the empty determinant is $1$. With $n+1$ electrons, expand along the row of the last one:

$$\det A=\sum_{j=0}^{n}(-1)^{n+j}A_{nj}\,\det A^{(j)},$$

where $A^{(j)}$ lacks electron $n$ and orbital $j$. If every $\det A^{(j)}$ were zero, $\det A$ would be zero. So some $\det A^{(j)}$ is nonzero, and by induction the orbitals other than $j$ have a good order. Put $j$ after them. The blocks of size $k\le n$ are those of the reordered $A^{(j)}$, hence nonsingular, and the block of size $n+1$ has determinant $\pm\det A\neq 0$.

## The factor contributed by each electron

Write a matrix with one more electron and orbital as

$$M=\begin{pmatrix}B&c\\ r&a\end{pmatrix}
=\begin{pmatrix}B&0\\ r&1\end{pmatrix}
\begin{pmatrix}1&B^{-1}c\\ 0&a-rB^{-1}c\end{pmatrix},\qquad \det B\neq 0 .$$

Taking determinants gives $\det M=\det B\,(a-rB^{-1}c)$. The growth factor $g=a-rB^{-1}c$ is the new electron's amplitude in the new orbital, corrected for the electrons and orbitals already present.

In a good order, let $g_k$ be the factor that leads from $k$ to $k+1$ electrons. Then $\det A^\sigma_{[k+1]}=\det A^\sigma_{[k]}\,g_k$. Both determinants are nonzero, so $g_k\neq 0$, and starting from the empty determinant,

$$\det A=\operatorname{sgn}(\sigma)\prod_{k=0}^{n-1}g_k .$$

Some matrices do need reordering. For $A=\begin{pmatrix}0&1\\1&0\end{pmatrix}$ the determinant is $-1$ (normalised amplitude $-1/\sqrt2$ if the orbitals are orthonormal), but electron $0$ has zero amplitude in orbital $0$. Exchanging the orbitals gives the identity matrix, with growth factors $1$ and $1$.

## What the Lean theorems say

The entries of `A : Matrix (Fin n) (Fin n) K` lie in an arbitrary field `K`, which covers real and complex orbitals. Rows are electrons and columns are orbitals. In `A.submatrix id σ` the `id` leaves the electrons in place while `σ` reorders the orbitals, and `leadingBlock A k hk` keeps the first `k` of each, with `hk` recording that `k ≤ n`.

The equivalence is `det_ne_zero_iff_exists_node_free_order`. The signed product is `exists_growth_factorization`, which assumes only `A.det ≠ 0` and supplies one permutation for which all growth factors are nonzero and the product formula holds. The definition `growthFactor` contains a matrix inverse, which has its usual meaning only for a nonsingular block; `det_add_electron` therefore assumes that the block's determinant is nonzero.

The matrix is a single configuration of the electrons. The permutation may depend on that configuration, and the theorems do not provide one order for all positions. For a single determinant that is nonzero at the given positions, as may be evaluated in quantum Monte Carlo, the result means that elimination in exact arithmetic can proceed with column exchanges alone; it puts no lower bound on the size of the factors and so does not address rounding errors.

```lean
import Mathlib

open Matrix

namespace SlaterNodeFreeGrowth

noncomputable section

variable {K : Type*} [Field K] {n : ℕ}

/-- The orbital matrix of the first `k` electrons (rows) in the first `k` orbitals (columns). -/
def leadingBlock (A : Matrix (Fin n) (Fin n) K) (k : ℕ) (hk : k ≤ n) :
    Matrix (Fin k) (Fin k) K :=
  A.submatrix (Fin.castLE hk) (Fin.castLE hk)

/-- The growth factor for the last electron and last orbital: the new diagonal amplitude minus
its correction through the electrons and orbitals already present. -/
def growthFactor (M : Matrix (Fin (n + 1)) (Fin (n + 1)) K) : K :=
  M (Fin.last n) (Fin.last n) -
    (fun j : Fin n => M (Fin.last n) j.castSucc) ⬝ᵥ
      ((leadingBlock M n n.le_succ)⁻¹ *ᵥ fun i : Fin n => M i.castSucc (Fin.last n))

/-- Reordering the orbitals does not affect whether the Slater determinant vanishes. -/
theorem det_reorder_ne_zero_iff (A : Matrix (Fin n) (Fin n) K) (σ : Equiv.Perm (Fin n)) :
    (A.submatrix id σ).det ≠ 0 ↔ A.det ≠ 0 := by
  rw [Matrix.det_permute']
  rcases Int.units_eq_one_or (Equiv.Perm.sign σ) with h | h <;> simp [h]

/-- If a Slater determinant is nonzero, the last electron can be removed together with some
orbital so that the remaining determinant is nonzero. -/
theorem exists_removable_orbital (A : Matrix (Fin (n + 1)) (Fin (n + 1)) K)
    (hA : A.det ≠ 0) :
    ∃ j : Fin (n + 1), (A.submatrix Fin.castSucc j.succAbove).det ≠ 0 := by
  by_contra! h
  apply hA
  -- Laplace expansion along the row of the last electron
  rw [Matrix.det_succ_row A (Fin.last n)]
  apply Finset.sum_eq_zero
  intro j _
  rw [Fin.succAbove_last, h j, mul_zero]

/-- For a nonzero Slater determinant the orbitals can be ordered so that the determinant of the
first `k` electrons in the first `k` orbitals is nonzero for every `k`. -/
theorem exists_node_free_order (A : Matrix (Fin n) (Fin n) K) (hA : A.det ≠ 0) :
    ∃ σ : Equiv.Perm (Fin n), ∀ (k : ℕ) (hk : k ≤ n),
      (leadingBlock (A.submatrix id σ) k hk).det ≠ 0 := by
  induction n with
  | zero =>
    refine ⟨1, fun k hk => ?_⟩
    obtain rfl : k = 0 := by omega
    rw [Matrix.det_isEmpty]
    exact one_ne_zero
  | succ n ih =>
    obtain ⟨j, hj⟩ := exists_removable_orbital A hA
    obtain ⟨τ, hτ⟩ := ih _ hj
    -- the removable orbital goes last, the others follow the order found for them
    let f : Fin (n + 1) → Fin (n + 1) :=
      Fin.snoc (α := fun _ => Fin (n + 1)) (fun i => j.succAbove (τ i)) j
    have hfc : ∀ i : Fin n, f i.castSucc = j.succAbove (τ i) := fun i => by simp [f]
    have hfl : f (Fin.last n) = j := by simp [f]
    have hf : Function.Injective f := by
      intro a b h
      induction a using Fin.lastCases with
      | last =>
        induction b using Fin.lastCases with
        | last => rfl
        | cast b =>
          rw [hfl, hfc] at h
          exact absurd h.symm (Fin.succAbove_ne j _)
      | cast a =>
        induction b using Fin.lastCases with
        | last =>
          rw [hfl, hfc] at h
          exact absurd h (Fin.succAbove_ne j _)
        | cast b =>
          rw [hfc, hfc] at h
          rw [τ.injective (Fin.succAbove_right_injective h)]
    refine ⟨Equiv.ofBijective f (Finite.injective_iff_bijective.mp hf), fun k hk => ?_⟩
    rcases Nat.lt_or_ge n k with h | h
    · -- the full determinant
      obtain rfl : k = n + 1 := by omega
      exact (det_reorder_ne_zero_iff A _).mpr hA
    · -- a smaller block does not contain the last electron or the last orbital
      have e : leadingBlock (A.submatrix id f) k hk =
          leadingBlock ((A.submatrix Fin.castSucc j.succAbove).submatrix id τ) k h := by
        ext a b
        exact congrArg (A (Fin.castLE hk a)) (hfc (Fin.castLE h b))
      change (leadingBlock (A.submatrix id f) k hk).det ≠ 0
      rw [e]
      exact hτ k h

/-- A Slater determinant is nonzero exactly when some ordering of the orbitals makes all
leading principal minors nonzero. -/
theorem det_ne_zero_iff_exists_node_free_order (A : Matrix (Fin n) (Fin n) K) :
    A.det ≠ 0 ↔ ∃ σ : Equiv.Perm (Fin n), ∀ (k : ℕ) (hk : k ≤ n),
      (leadingBlock (A.submatrix id σ) k hk).det ≠ 0 := by
  refine ⟨exists_node_free_order A, ?_⟩
  rintro ⟨σ, hσ⟩
  exact (det_reorder_ne_zero_iff A σ).mp (hσ n le_rfl)

/-- Adding one electron and one orbital to a nonzero Slater determinant multiplies it by the
growth factor. -/
theorem det_add_electron (M : Matrix (Fin (n + 1)) (Fin (n + 1)) K)
    (h : (leadingBlock M n n.le_succ).det ≠ 0) :
    M.det = (leadingBlock M n n.le_succ).det * growthFactor M := by
  -- split off the last row and column
  have hM : M.submatrix (finSumFinEquiv (m := n) (n := 1)) (finSumFinEquiv (m := n) (n := 1)) =
      Matrix.fromBlocks (leadingBlock M n n.le_succ)
        (Matrix.of fun (i : Fin n) (_ : Fin 1) => M i.castSucc (Fin.last n))
        (Matrix.of fun (_ : Fin 1) (j : Fin n) => M (Fin.last n) j.castSucc)
        (Matrix.of fun (_ _ : Fin 1) => M (Fin.last n) (Fin.last n)) := by
    ext i j
    rcases i with i | i <;> rcases j with j | j
    · rfl
    · obtain rfl : j = 0 := Subsingleton.elim _ _
      rfl
    · obtain rfl : i = 0 := Subsingleton.elim _ _
      rfl
    · obtain rfl : i = 0 := Subsingleton.elim _ _
      obtain rfl : j = 0 := Subsingleton.elim _ _
      rfl
  let _ : Invertible (leadingBlock M n n.le_succ) :=
    Matrix.invertibleOfIsUnitDet _ (isUnit_iff_ne_zero.mpr h)
  rw [← Matrix.det_submatrix_equiv_self (finSumFinEquiv (m := n) (n := 1)) M, hM,
    Matrix.det_fromBlocks₁₁, Matrix.invOf_eq_nonsing_inv, Matrix.mul_assoc, Matrix.det_fin_one]
  rfl

/-- If all leading principal minors are nonzero, the Slater determinant is the product of the
growth factors of its successive electrons. -/
theorem det_eq_prod_growthFactor (A : Matrix (Fin n) (Fin n) K)
    (hA : ∀ (k : ℕ) (hk : k ≤ n), (leadingBlock A k hk).det ≠ 0) :
    A.det = ∏ k : Fin n, growthFactor (leadingBlock A (k + 1) (Nat.succ_le_of_lt k.isLt)) := by
  induction n with
  | zero => simp
  | succ n ih =>
    rw [Fin.prod_univ_castSucc, det_add_electron A (hA n n.le_succ),
      ih (leadingBlock A n n.le_succ) (fun k hk => hA k (hk.trans n.le_succ))]
    rfl

/-- Every nonzero Slater determinant is, up to the sign of a reordering of the orbitals, a
product of nonzero growth factors, one for each added electron. -/
theorem exists_growth_factorization (A : Matrix (Fin n) (Fin n) K) (hA : A.det ≠ 0) :
    ∃ σ : Equiv.Perm (Fin n),
      (∀ k : Fin n, growthFactor
        (leadingBlock (A.submatrix id σ) (k + 1) (Nat.succ_le_of_lt k.isLt)) ≠ 0) ∧
      A.det = ((Equiv.Perm.sign σ : ℤ) : K) * ∏ k : Fin n, growthFactor
        (leadingBlock (A.submatrix id σ) (k + 1) (Nat.succ_le_of_lt k.isLt)) := by
  obtain ⟨σ, hσ⟩ := exists_node_free_order A hA
  have hp := det_eq_prod_growthFactor _ hσ
  refine ⟨σ, fun k => ?_, ?_⟩
  · -- a vanishing factor would make the next leading minor vanish
    have hk := hσ (k + 1) (Nat.succ_le_of_lt k.isLt)
    rw [det_add_electron _ (hσ k k.isLt.le)] at hk
    exact right_ne_zero_of_mul hk
  · rw [← hp, Matrix.det_permute']
    rcases Int.units_eq_one_or (Equiv.Perm.sign σ) with h | h <;> simp [h]

/-- For two electrons with orbital matrix `!![0, 1; 1, 0]` the Slater determinant is nonzero,
while its first leading principal minor vanishes. -/
theorem reordering_needed :
    (!![0, 1; 1, 0] : Matrix (Fin 2) (Fin 2) K).det ≠ 0 ∧
      (leadingBlock (!![0, 1; 1, 0] : Matrix (Fin 2) (Fin 2) K) 1 one_le_two).det = 0 := by
  constructor
  · simp [Matrix.det_fin_two]
  · rw [Matrix.det_fin_one]
    rfl

end

end SlaterNodeFreeGrowth
```

```lean
#print axioms SlaterNodeFreeGrowth.det_ne_zero_iff_exists_node_free_order
-- 'SlaterNodeFreeGrowth.det_ne_zero_iff_exists_node_free_order' depends on axioms: [propext, Classical.choice, Quot.sound]
#print axioms SlaterNodeFreeGrowth.exists_growth_factorization
-- 'SlaterNodeFreeGrowth.exists_growth_factorization' depends on axioms: [propext, Classical.choice, Quot.sound]
#print axioms SlaterNodeFreeGrowth.reordering_needed
-- 'SlaterNodeFreeGrowth.reordering_needed' depends on axioms: [propext, Classical.choice, Quot.sound]
```

## How the proof follows the derivation

`det_reorder_ne_zero_iff` rewrites the reordered determinant as the sign times the original and treats the two signs separately.

`exists_removable_orbital` is the Laplace step. It supposes that all the minors vanish, expands with `Matrix.det_succ_row` along `Fin.last n`, and finds every term zero. The map `j.succAbove` lists the orbitals other than `j` in their original order.

`exists_node_free_order` is the induction. The function `f` sends the earlier places to the remaining orbitals in the order `τ` and the last place to `j`. The longest part of the code shows that `f` is injective; on a finite set it is then a permutation. The final case split separates the full determinant from the smaller blocks, which the equation `e` identifies with blocks of the reduced matrix. The equivalence follows by adding the case `k = n`.

In `det_add_electron`, the equation `hM` writes `M` in the four blocks $B,c,r,a$, and `Matrix.det_fromBlocks₁₁` gives the determinant formula. `det_eq_prod_growthFactor` applies this repeatedly by induction, splitting off the last factor with `Fin.prod_univ_castSucc`.

`exists_growth_factorization` combines the good order with this product. Each factor is nonzero because it divides a nonzero leading minor, and the sign of `σ` converts the reordered determinant back to the original. Finally, `reordering_needed` evaluates the two determinants of the two-electron example.
